# The one-electron electric dipole rules for l and j, written in κ: q = -k or |k - q| = 1

A program that picks electric dipole transitions between Dirac spinors by |k - q| = 1 alone, where k and q are the two values of the relativistic quantum number κ, loses s1/2 → p1/2, which has k = -1 and q = 1. One that asks only for a unit change in l, the orbital momentum of the large component, lets in p1/2 → d5/2, where the total angular momentum j changes by two. For nonzero k and q, the rules |Δl| = 1 and |Δj| ≤ 1 together are equivalent to

q = -k or |k - q| = 1.

For one-electron spinors in a central field, this test tells a relativistic atomic structure code which pairs of κ pass the angular rules.

```lean
import Mathlib

namespace DiracDipoleSelection
```

The first line loads the mathematical library Mathlib. The second opens a namespace, a common prefix for the names that follow.

```lean
/-- The orbital angular momentum `l` of the large component of a Dirac spinor with
relativistic quantum number `k`. -/
def orbital (k : ℤ) : ℤ := if 0 < k then k else -k - 1
```

`orbital k` is the orbital momentum l(k) of the large component, for an integer k (type `ℤ`):

l(k) = k if k > 0, and l(k) = -k - 1 otherwise.

Thus k = -1, 1, -2, 2, -3 label s1/2, p1/2, p3/2, d3/2, d5/2. The formula also gives a value at k = 0, which labels no spinor; the main theorem excludes it.

```lean
/-- The total angular momentum `j = |k| - 1/2` of a Dirac spinor with relativistic
quantum number `k`. -/
def totalJ (k : ℤ) : ℚ := ((|k| : ℤ) : ℚ) - 1 / 2
```

`totalJ k` is j(k) = |k| - 1/2, kept as an exact rational number (type `ℚ`).

```lean
/-- The one-electron dipole selection rules: `l` changes by exactly one unit and `j` by at
most one unit. -/
def DipoleAllowed (k q : ℤ) : Prop :=
  |orbital k - orbital q| = 1 ∧ |totalJ k - totalJ q| ≤ 1
```

`DipoleAllowed k q` is a proposition, a statement that may be true or false for given k and q. It says

|l(k) - l(q)| = 1 and |j(k) - j(q)| ≤ 1.

The electric dipole operator is a vector of odd parity, and these rules express its angular restrictions. Here they are taken as a definition, not derived from matrix elements. Magnetic quantum numbers and radial integrals do not enter, so an allowed pair may still have a vanishing amplitude.

```lean
/-- The nonzero values among `-k`, `k - 1` and `k + 1`. -/
def dipoleChannels (k : ℤ) : Finset ℤ := ({-k, k - 1, k + 1} : Finset ℤ).erase 0
```

`dipoleChannels k` is the finite set {-k, k - 1, k + 1} with 0 removed by `erase`.

```lean
/-- The relativistic quantum number is recovered from the angular momenta as
`k = (l - j)(2j + 1)`. -/
theorem kappa_eq (k : ℤ) :
    (k : ℚ) = ((orbital k : ℚ) - totalJ k) * (2 * totalJ k + 1) := by
  unfold orbital totalJ
  split_ifs with h
  · rw [abs_of_pos h]
    ring
  · rw [abs_of_nonpos (not_lt.mp h)]
    push_cast
    ring
```

This checks the labelling: k = (l - j)(2j + 1). For k > 0, l - j = 1/2 and 2j + 1 = 2k. For k ≤ 0, l - j = -1/2 and 2j + 1 = -2k. Both products equal k. In the proof, `split_ifs` makes the same two cases and `ring` does the algebra.

```lean
/-- The total angular momenta differ by at most one unit exactly when the absolute values of
the relativistic quantum numbers do. -/
theorem totalJ_rule_iff (k q : ℤ) :
    |totalJ k - totalJ q| ≤ 1 ↔ |(|k| - |q|)| ≤ 1 := by
  -- the half-integer offsets cancel in the difference
  have h : totalJ k - totalJ q = ((|k| - |q| : ℤ) : ℚ) := by
    unfold totalJ
    push_cast
    ring
  rw [h, ← Int.cast_abs]
  constructor <;> intro h' <;> exact_mod_cast h'
```

The two halves in j cancel:

j(k) - j(q) = |k| - |q|.

So |Δj| ≤ 1 means | |k| - |q| | ≤ 1. The proof establishes this equality as `h`, then carries the inequality from the rationals to the integers with `exact_mod_cast`.

```lean
/-- **Dipole selection rule in kappa.** A transition between nonzero `k` and `q` obeys the
rules for `l` and `j` if and only if `q = -k` or `k` and `q` differ by one. -/
theorem dipoleAllowed_iff {k q : ℤ} (hk : k ≠ 0) (hq : q ≠ 0) :
    DipoleAllowed k q ↔ q = -k ∨ |k - q| = 1 := by
  unfold DipoleAllowed
  rw [totalJ_rule_iff]
  simp only [orbital, abs_eq_max_neg]
  -- one case for each combination of signs
  split_ifs <;> omega
```

This is the main theorem. The hypotheses `hk` and `hq` say that k and q are nonzero, and `↔` means "if and only if". By hand, the signs give three cases.

If k and q have the same sign, l(k) - l(q) is k - q or q - k, and | |k| - |q| | = |k - q|. The two rules together therefore say |k - q| = 1, while q = -k is impossible.

If k > 0 and q < 0, write q = -m with m > 0. Then l(q) = m - 1 and

l(k) - l(q) = k - m + 1.

This is ±1 exactly when m = k or m = k + 2. The j rule, |k - m| ≤ 1, keeps the first and rejects the second, leaving q = -k. On the other side of the equivalence, |k - q| = k + m ≥ 2, so only q = -k can hold there too.

If k < 0 and q > 0, exchange the names k and q; both sides of the claim are symmetric.

The proof follows this route. It rewrites the j rule with `totalJ_rule_iff`, expresses each absolute value as a maximum, and splits the definition of l by sign. `omega`, a decision procedure for linear integer arithmetic, closes every case.

```lean
/-- The rule for `l` may be replaced by a change of parity: an odd change of `l` together with
the rule for `j` is equivalent to the dipole selection rules. -/
theorem parity_rule_iff (k q : ℤ) :
    (Odd (orbital k - orbital q) ∧ |totalJ k - totalJ q| ≤ 1) ↔ DipoleAllowed k q := by
  unfold DipoleAllowed
  rw [totalJ_rule_iff]
  simp only [orbital, abs_eq_max_neg, Int.odd_iff]
  split_ifs <;> omega
```

The l rule may be weakened to a change of parity, that is, to odd Δl. Since l is j + 1/2 or j - 1/2, |Δl| ≤ |Δj| + 1 ≤ 2, and the only odd size available is 1. Conversely, 1 is odd. Lean reaches the same conclusion by the sign cases.

```lean
/-- The pairs that satisfy the rule for `l` but are not dipole allowed are exactly those made
of a positive number `n` and the negative number `-n - 2`. -/
theorem forbidden_by_totalJ_iff (k q : ℤ) :
    (|orbital k - orbital q| = 1 ∧ ¬ DipoleAllowed k q) ↔
      (0 < k ∧ q = -k - 2) ∨ (0 < q ∧ k = -q - 2) := by
  unfold DipoleAllowed
  rw [totalJ_rule_iff]
  simp only [orbital, abs_eq_max_neg]
  split_ifs <;> omega
```

Here `¬` means "not". The pairs that pass the l rule but fail the j rule are the case m = k + 2 found above, in either order: a positive n with -n - 2. The first is p1/2 with d5/2 (1 and -3), the next d3/2 with f7/2 (2 and -4). Pairs of equal sign never appear, because there |Δl| = 1 already forces |Δj| = 1.

```lean
/-- The dipole selection rules are unchanged when both relativistic quantum numbers are
reversed in sign. -/
theorem dipoleAllowed_neg_iff {k q : ℤ} (hk : k ≠ 0) (hq : q ≠ 0) :
    DipoleAllowed (-k) (-q) ↔ DipoleAllowed k q := by
  rw [dipoleAllowed_iff (neg_ne_zero.mpr hk) (neg_ne_zero.mpr hq), dipoleAllowed_iff hk hq]
  simp only [abs_eq_max_neg]
  omega
```

Reversing both signs leaves the rule unchanged. The small component of a spinor k has orbital momentum l(-k) and the same j, so the small components obey the same selection rule as the large ones. By hand, -q = -(-k) is the same condition as q = -k, and |-k + q| = |k - q|. The proof applies the main theorem to both sides and compares the results.

```lean
/-- For nonzero `k`, the dipole channels of `k` are exactly the nonzero `q` allowed by the
dipole selection rules. -/
theorem mem_dipoleChannels_iff {k : ℤ} (hk : k ≠ 0) (q : ℤ) :
    q ∈ dipoleChannels k ↔ q ≠ 0 ∧ DipoleAllowed k q := by
  simp only [dipoleChannels, Finset.mem_erase, Finset.mem_insert, Finset.mem_singleton]
  refine and_congr_right fun hq => ?_
  rw [dipoleAllowed_iff hk hq, abs_eq_max_neg]
  omega
```

For nonzero k, membership (`∈`) in the channel set means exactly that q is nonzero and dipole allowed. This is the main theorem with |k - q| = 1 solved as q = k - 1 or q = k + 1.

```lean
/-- There are two dipole channels when `|k| = 1` and three when `|k| ≥ 2`. -/
theorem card_dipoleChannels (k : ℤ) :
    (|k| = 1 → (dipoleChannels k).card = 2) ∧
      (2 ≤ |k| → (dipoleChannels k).card = 3) := by
  constructor
  · intro h
    have h' : k = 1 ∨ k = -1 := by
      rw [abs_eq_max_neg] at h
      omega
    clear h
    rcases h' with rfl | rfl <;> decide
  · intro h
    rw [abs_eq_max_neg] at h
    -- zero is not among the three candidates, so nothing is removed
    have h0 : (0 : ℤ) ∉ ({-k, k - 1, k + 1} : Finset ℤ) := by
      simp only [Finset.mem_insert, Finset.mem_singleton]
      omega
    unfold dipoleChannels
    rw [Finset.erase_eq_of_notMem h0]
    exact Finset.card_eq_three.mpr
      ⟨-k, k - 1, k + 1, by omega, by omega, by omega, rfl⟩

end DiracDipoleSelection
```

`card` counts the elements of a finite set. The three candidates are always distinct: -k = k - 1 or -k = k + 1 would make 2k odd. For nonzero k, one of them is zero exactly when |k| = 1.

That smallest case has two channels. From s1/2 (k = -1) they are p1/2 and p3/2; from p1/2 (k = 1) they are s1/2 and d3/2. From |k| = 2 onwards there are three: p3/2 (k = -2), for example, reaches s1/2, d3/2 and d5/2.

For |k| = 1, `decide` evaluates the two explicit sets. For |k| ≥ 2, the proof shows that zero is not a candidate, so nothing is erased, and `omega` supplies the three inequalities between the elements.

```lean
#print axioms DiracDipoleSelection.dipoleAllowed_iff
-- 'DiracDipoleSelection.dipoleAllowed_iff' depends on axioms: [propext, Classical.choice, Quot.sound]
#print axioms DiracDipoleSelection.dipoleAllowed_neg_iff
-- 'DiracDipoleSelection.dipoleAllowed_neg_iff' depends on axioms: [propext, Classical.choice, Quot.sound]
#print axioms DiracDipoleSelection.mem_dipoleChannels_iff
-- 'DiracDipoleSelection.mem_dipoleChannels_iff' depends on axioms: [propext, Classical.choice, Quot.sound]
#print axioms DiracDipoleSelection.card_dipoleChannels
-- 'DiracDipoleSelection.card_dipoleChannels' depends on axioms: [propext, Classical.choice, Quot.sound]
```
